# A nearly redundant local orbital makes the overlap matrix ill-conditioned

The smallest eigenvalue of the overlap matrix of b_1, …, b_n, φ is at most d², where d is the distance from φ to the span of the b_i. So if I add a normalised local orbital that my basis already almost describes, and the enlarged set is still linearly independent, the overlap must be ill-conditioned. Can this be made rigorous, with a proof that a machine has checked?

## A trial vector with coefficient 1 on the orbital

Yes. Write v_i for the members of any finite family, S_ij = ⟨v_i, v_j⟩ for its overlap matrix, and ‖c‖² = Σ_i |c_i|² for a coefficient vector c. Expanding the inner product gives

c†Sc = ‖Σ_i c_i v_i‖².

Let u_j be orthonormal eigenvectors of S with eigenvalues λ_j, and let w_j = |u_j†c|². Then Σ_j w_j = ‖c‖² and c†Sc = Σ_j λ_j w_j, so

λ_min ‖c‖² ≤ ‖Σ_i c_i v_i‖² ≤ λ_max ‖c‖².

A normalised lowest eigenvector gives equality on the left, hence λ_min ≥ 0.

Now fix k and take any y = Σ_{i≠k} a_i v_i. The trial vector with c_k = 1 and c_i = −a_i otherwise has ‖c‖² ≥ 1, so

λ_min ≤ λ_min ‖c‖² ≤ ‖v_k − y‖².

Taking the infimum over y gives λ_min ≤ d_k², with d_k the distance from v_k to the span of the others. The case v_k = φ is your claim.

If the family is linearly independent, the lowest eigenvector's superposition is nonzero, so λ_min > 0 and d_k > 0. A unit coefficient on v_j alone gives ‖v_j‖² ≤ λ_max. Therefore

λ_max / λ_min ≥ ‖v_j‖² / d_k².

With v_j = v_k = φ, the condition number is at least ‖φ‖²/d², which is large when d ≪ ‖φ‖.

Conversely, a normalised lowest eigenvector c of a nonempty family of n members (n now counts every member, φ included) has some |c_k|² ≥ 1/n. Since v_k − c_k⁻¹ Σ_i c_i v_i lies in the span of the others,

d_k² ≤ λ_min / |c_k|² ≤ n λ_min.

If the members are normalised, an eigenvalue much smaller than 1/n thus reveals a nearly redundant member, though not necessarily φ. Without normalisation, a small eigenvalue may only reflect a member of small norm.

In the Lean file, `E` is a complex inner-product space of any dimension, and the finite type `ι` labels the basis. The inner product is conjugate-linear in its first argument. `lowest` and `highest` are the extreme eigenvalues of `overlap v`, `conditionNumber` is their quotient, and `residual v k` is d_k. `augment b φ` is indexed by `Option ι`, with φ at `none`. Your two claims are `lowest_augment_le`, which needs no independence, and `conditionNumber_augment_ge`, which assumes it: no function in the enlarged basis is an exact combination of the rest. Rounding errors and infinite bases are not modelled.

```lean
import Mathlib

open Matrix

noncomputable section

namespace OverlapConditioning

variable {ι E : Type*} [Fintype ι] [DecidableEq ι]
  [NormedAddCommGroup E] [InnerProductSpace ℂ E]

/-- The overlap (Gram) matrix of a family of basis functions. -/
def overlap {κ : Type*} (v : κ → E) : Matrix κ κ ℂ :=
  Matrix.of fun i j => inner ℂ (v i) (v j)

/-- The overlap matrix is Hermitian. -/
theorem overlap_isHermitian {κ : Type*} (v : κ → E) : (overlap v).IsHermitian := by
  ext i j
  exact inner_conj_symm (v i) (v j)

/-- The smallest eigenvalue of the overlap matrix. -/
def lowest (v : ι → E) : ℝ := ⨅ i, (overlap_isHermitian v).eigenvalues i

/-- The largest eigenvalue of the overlap matrix. -/
def highest (v : ι → E) : ℝ := ⨆ i, (overlap_isHermitian v).eigenvalues i

/-- The spectral condition number of the overlap matrix, for linearly independent functions. -/
def conditionNumber (v : ι → E) : ℝ := highest v / lowest v

/-- The distance from the function `v k` to the span of the other members of the family. -/
def residual {κ : Type*} (v : κ → E) (k : κ) : ℝ :=
  Metric.infDist (v k) (Submodule.span ℂ (v '' {k}ᶜ) : Set E)

/-- A basis `b` enlarged by one local orbital `φ`. -/
def augment {κ : Type*} (b : κ → E) (φ : E) : Option κ → E := fun o => o.elim φ b

omit [DecidableEq ι] in
/-- The quadratic form of the overlap matrix is the squared norm of the superposition. -/
theorem quadratic_form (v : ι → E) (c : ι → ℂ) :
    star c ⬝ᵥ (overlap v *ᵥ c) = ((‖∑ i, c i • v i‖ ^ 2 : ℝ) : ℂ) := by
  have h := inner_self_eq_norm_sq_to_K (𝕜 := ℂ) (∑ i, c i • v i)
  rw [Complex.ofReal_pow]
  refine Eq.trans ?_ h
  rw [sum_inner]
  simp only [dotProduct, mulVec]
  refine Finset.sum_congr rfl fun i _ => ?_
  rw [inner_sum, Finset.mul_sum]
  refine Finset.sum_congr rfl fun j _ => ?_
  rw [inner_smul_left, inner_smul_right]
  simp only [overlap, Matrix.of_apply, Pi.star_apply, starRingEnd_apply]
  ring

private theorem eigen_eq (v : ι → E) (j : ι) :
    overlap v *ᵥ ((overlap_isHermitian v).eigenvectorBasis j).ofLp =
      ((overlap_isHermitian v).eigenvalues j : ℂ) •
        ((overlap_isHermitian v).eigenvectorBasis j).ofLp :=
  ((overlap_isHermitian v).mulVec_eigenvectorBasis j).trans (by ext k; simp)

omit [DecidableEq ι] in
private theorem star_dot_self (c : ι → ℂ) :
    star c ⬝ᵥ c = ((∑ i, ‖c i‖ ^ 2 : ℝ) : ℂ) := by
  rw [Complex.ofReal_sum]
  refine Finset.sum_congr rfl fun i _ => ?_
  rw [Complex.ofReal_pow]
  exact Complex.conj_mul' (c i)

/-- The squared norm of a superposition is a sum of overlap eigenvalues with nonnegative
weights that add up to the squared norm of the coefficient vector. -/
theorem spectral_weights (v : ι → E) (c : ι → ℂ) :
    ∃ w : ι → ℝ, (∀ j, 0 ≤ w j) ∧ ∑ j, w j = ∑ i, ‖c i‖ ^ 2 ∧
      ‖∑ i, c i • v i‖ ^ 2 = ∑ j, (overlap_isHermitian v).eigenvalues j * w j := by
  set u := (overlap_isHermitian v).eigenvectorBasis with hu
  let x : EuclideanSpace ℂ ι := WithLp.toLp 2 c
  let y : EuclideanSpace ℂ ι := WithLp.toLp 2 (overlap v *ᵥ c)
  have hw : ∀ j, inner ℂ x (u j) * inner ℂ (u j) x = ((‖inner ℂ (u j) x‖ ^ 2 : ℝ) : ℂ) := by
    intro j
    rw [← inner_conj_symm x (u j), Complex.ofReal_pow]
    exact Complex.conj_mul' _
  -- the overlap matrix acts on each eigenvector component by its eigenvalue
  have hy : ∀ j, inner ℂ (u j) y =
      ((overlap_isHermitian v).eigenvalues j : ℂ) * inner ℂ (u j) x := by
    intro j
    have h := congrArg star (eigen_eq v j)
    rw [star_mulVec, (overlap_isHermitian v).eq, star_smul, Complex.star_def,
      Complex.conj_ofReal] at h
    rw [EuclideanSpace.inner_eq_star_dotProduct, EuclideanSpace.inner_eq_star_dotProduct,
      dotProduct_comm, dotProduct_comm x.ofLp]
    change star (u j).ofLp ⬝ᵥ (overlap v *ᵥ c) = _ * (star (u j).ofLp ⬝ᵥ c)
    rw [Matrix.dotProduct_mulVec, h, smul_dotProduct, smul_eq_mul]
  refine ⟨fun j => ‖inner ℂ (u j) x‖ ^ 2, fun j => by positivity, ?_, ?_⟩
  · apply Complex.ofReal_injective
    have h := u.sum_inner_mul_inner x x
    rw [EuclideanSpace.inner_eq_star_dotProduct, dotProduct_comm] at h
    rw [← star_dot_self c, Complex.ofReal_sum]
    exact (Finset.sum_congr rfl fun j _ => (hw j).symm).trans h
  · apply Complex.ofReal_injective
    have h := u.sum_inner_mul_inner x y
    rw [EuclideanSpace.inner_eq_star_dotProduct, dotProduct_comm] at h
    rw [← quadratic_form, Complex.ofReal_sum]
    refine h.symm.trans (Finset.sum_congr rfl fun j _ => ?_)
    rw [hy, Complex.ofReal_mul, ← hw]
    ring

/-- Rayleigh bounds: the squared norm of a superposition lies between the extreme overlap
eigenvalues times the squared norm of its coefficient vector. -/
theorem rayleigh_bounds (v : ι → E) (c : ι → ℂ) :
    lowest v * ∑ i, ‖c i‖ ^ 2 ≤ ‖∑ i, c i • v i‖ ^ 2 ∧
      ‖∑ i, c i • v i‖ ^ 2 ≤ highest v * ∑ i, ‖c i‖ ^ 2 := by
  obtain ⟨w, hw, hs, he⟩ := spectral_weights v c
  rw [he, ← hs, Finset.mul_sum, Finset.mul_sum]
  exact ⟨Finset.sum_le_sum fun j _ => mul_le_mul_of_nonneg_right
      (ciInf_le (Set.finite_range _).bddBelow j) (hw j),
    Finset.sum_le_sum fun j _ => mul_le_mul_of_nonneg_right
      (le_ciSup (Set.finite_range _).bddAbove j) (hw j)⟩

/-- For a nonempty family, some normalised coefficient vector gives a superposition whose squared
norm is the smallest overlap eigenvalue. -/
theorem lowest_attained [Nonempty ι] (v : ι → E) :
    ∃ c : ι → ℂ, ∑ i, ‖c i‖ ^ 2 = 1 ∧ ‖∑ i, c i • v i‖ ^ 2 = lowest v := by
  obtain ⟨j, hj⟩ := exists_eq_ciInf_of_finite (f := (overlap_isHermitian v).eigenvalues)
  have h1 : ∑ i, ‖((overlap_isHermitian v).eigenvectorBasis j).ofLp i‖ ^ 2 = 1 := by
    rw [← EuclideanSpace.norm_sq_eq, (overlap_isHermitian v).eigenvectorBasis.orthonormal.1 j,
      one_pow]
  refine ⟨((overlap_isHermitian v).eigenvectorBasis j).ofLp, h1, ?_⟩
  apply Complex.ofReal_injective
  rw [← quadratic_form, eigen_eq, dotProduct_smul, star_dot_self, h1, lowest, ← hj]
  simp

private theorem span_others (v : ι → E) (k : ι) {y : E}
    (hy : y ∈ Submodule.span ℂ (v '' {k}ᶜ)) :
    ∃ a : ι → ℂ, a k = 0 ∧ ∑ i, a i • v i = y := by
  induction hy using Submodule.span_induction with
  | mem x hx =>
    obtain ⟨i, hi, rfl⟩ := hx
    have hik : k ≠ i := fun h => hi h.symm
    exact ⟨Pi.single i 1, by simp [hik], by simp [Pi.single_apply, ite_smul]⟩
  | zero => exact ⟨0, rfl, by simp⟩
  | add x y _ _ ihx ihy =>
    obtain ⟨a, ha, rfl⟩ := ihx
    obtain ⟨b, hb, rfl⟩ := ihy
    exact ⟨a + b, by simp [ha, hb], by simp [add_smul, Finset.sum_add_distrib]⟩
  | smul t x _ ih =>
    obtain ⟨a, ha, rfl⟩ := ih
    exact ⟨t • a, by simp [ha], by simp [Finset.smul_sum, smul_smul]⟩

/-- The smallest overlap eigenvalue is at most the squared distance from any one basis
function to the span of the others. -/
theorem lowest_le_residual_sq (v : ι → E) (k : ι) : lowest v ≤ residual v k ^ 2 := by
  have : Nonempty ι := ⟨k⟩
  have h0 : 0 ≤ lowest v := by
    obtain ⟨c, _, hc⟩ := lowest_attained v
    rw [← hc]; positivity
  have key : √(lowest v) ≤ residual v k := by
    refine (Metric.le_infDist ⟨0, Submodule.zero_mem _⟩).mpr fun {y} hy => ?_
    obtain ⟨a, ha, rfl⟩ := span_others v k hy
    rw [dist_eq_norm]
    refine Real.sqrt_le_iff.mpr ⟨norm_nonneg _, ?_⟩
    -- trial vector with coefficient one on `v k`
    let c : ι → ℂ := Pi.single k 1 - a
    have hs : ∑ i, c i • v i = v k - ∑ i, a i • v i := by
      simp [c, sub_smul, Finset.sum_sub_distrib, Pi.single_apply, ite_smul]
    have hk : ‖c k‖ ^ 2 = 1 := by simp [c, ha]
    have h1 : ‖c k‖ ^ 2 ≤ ∑ i, ‖c i‖ ^ 2 :=
      Finset.single_le_sum (f := fun i => ‖c i‖ ^ 2) (fun i _ => by positivity)
        (Finset.mem_univ k)
    have h2 := (rayleigh_bounds v c).1
    rw [hs] at h2
    nlinarith
  exact (Real.sqrt_le_iff.mp key).2

/-- Conversely, in a nonempty family of `n` functions some member has squared distance to the span
of the others at most `n` times the smallest overlap eigenvalue. -/
theorem exists_residual_sq_le [Nonempty ι] (v : ι → E) :
    ∃ k, residual v k ^ 2 ≤ Fintype.card ι * lowest v := by
  obtain ⟨c, hc, hl⟩ := lowest_attained v
  -- some component carries at least the average weight
  obtain ⟨k, hk⟩ : ∃ k, 1 ≤ (Fintype.card ι : ℝ) * ‖c k‖ ^ 2 := by
    by_contra! h
    have h' := Finset.sum_lt_sum_of_nonempty Finset.univ_nonempty (fun i _ => h i)
    rw [← Finset.mul_sum, hc] at h'
    simp at h'
  have hck : c k ≠ 0 := by
    intro h
    rw [h] at hk
    norm_num at hk
  have hmem : v k - (c k)⁻¹ • ∑ i, c i • v i ∈ Submodule.span ℂ (v '' {k}ᶜ) := by
    rw [← Finset.add_sum_erase Finset.univ (fun i => c i • v i) (Finset.mem_univ k), smul_add,
      smul_smul, inv_mul_cancel₀ hck, one_smul, sub_add_cancel_left]
    refine Submodule.neg_mem _ (Submodule.smul_mem _ _ (Submodule.sum_mem _ fun i hi => ?_))
    exact Submodule.smul_mem _ _ (Submodule.subset_span ⟨i, Finset.ne_of_mem_erase hi, rfl⟩)
  have hd : residual v k ≤ ‖c k‖⁻¹ * ‖∑ i, c i • v i‖ := by
    have h := Metric.infDist_le_dist_of_mem (x := v k) hmem
    rwa [dist_eq_norm, sub_sub_cancel, norm_smul, norm_inv] at h
  have hpos : 0 < ‖c k‖ ^ 2 := by positivity
  have h0 : 0 ≤ lowest v := by rw [← hl]; positivity
  refine ⟨k, (pow_le_pow_left₀ Metric.infDist_nonneg hd 2).trans ?_⟩
  rw [mul_pow, hl, inv_pow, inv_mul_le_iff₀ hpos]
  nlinarith

/-- For linearly independent functions, the condition number of the overlap is at least the
squared norm of any member over the squared distance of any member to the span of the rest. -/
theorem conditionNumber_ge (v : ι → E) (hv : LinearIndependent ℂ v) (j k : ι) :
    ‖v j‖ ^ 2 / residual v k ^ 2 ≤ conditionNumber v := by
  have : Nonempty ι := ⟨k⟩
  have hlo : 0 < lowest v := by
    obtain ⟨c, hc, hl⟩ := lowest_attained v
    rw [← hl]
    refine pow_pos (norm_pos_iff.mpr fun hs => ?_) 2
    have hz := Fintype.linearIndependent_iff.mp hv c hs
    simp [hz] at hc
  have hhi : ‖v j‖ ^ 2 ≤ highest v := by
    have h := (rayleigh_bounds v (Pi.single j 1)).2
    have h1 : ∑ i, ‖(Pi.single j 1 : ι → ℂ) i‖ ^ 2 = 1 := by
      rw [Finset.sum_eq_single j (fun i _ hi => by simp [hi]) (fun hj => by simp at hj)]
      simp
    have h2 : ∑ i, (Pi.single j 1 : ι → ℂ) i • v i = v j := by
      simp [Pi.single_apply, ite_smul]
    rwa [h1, h2, mul_one] at h
  have hd := lowest_le_residual_sq v k
  rw [conditionNumber, div_le_div_iff₀ (hlo.trans_le hd) hlo]
  exact mul_le_mul hhi hd hlo.le ((sq_nonneg _).trans hhi)

private theorem residual_augment {κ : Type*} (b : κ → E) (φ : E) :
    residual (augment b φ) none =
      Metric.infDist φ (Submodule.span ℂ (Set.range b) : Set E) := by
  have h : augment b φ '' {none}ᶜ = Set.range b := by
    ext x
    constructor
    · rintro ⟨o, ho, rfl⟩
      cases o with
      | none => exact absurd rfl ho
      | some i => exact ⟨i, rfl⟩
    · rintro ⟨i, rfl⟩
      exact ⟨some i, by simp, rfl⟩
  rw [residual, h]
  rfl

/-- When a local orbital `φ` is added to a basis `b`, the smallest eigenvalue of the enlarged
overlap matrix is at most the squared distance from `φ` to the span of `b`. -/
theorem lowest_augment_le (b : ι → E) (φ : E) :
    lowest (augment b φ) ≤
      Metric.infDist φ (Submodule.span ℂ (Set.range b) : Set E) ^ 2 := by
  rw [← residual_augment]
  exact lowest_le_residual_sq _ none

/-- If the enlarged basis is linearly independent, its overlap has condition number at least
the squared norm of `φ` over its squared distance to the span of `b`. -/
theorem conditionNumber_augment_ge (b : ι → E) (φ : E)
    (h : LinearIndependent ℂ (augment b φ)) :
    ‖φ‖ ^ 2 / Metric.infDist φ (Submodule.span ℂ (Set.range b) : Set E) ^ 2 ≤
      conditionNumber (augment b φ) := by
  rw [← residual_augment]
  exact conditionNumber_ge _ h none none

end OverlapConditioning
```

```lean
#print axioms OverlapConditioning.exists_residual_sq_le
-- 'OverlapConditioning.exists_residual_sq_le' depends on axioms: [propext, Classical.choice, Quot.sound]
#print axioms OverlapConditioning.lowest_augment_le
-- 'OverlapConditioning.lowest_augment_le' depends on axioms: [propext, Classical.choice, Quot.sound]
#print axioms OverlapConditioning.conditionNumber_augment_ge
-- 'OverlapConditioning.conditionNumber_augment_ge' depends on axioms: [propext, Classical.choice, Quot.sound]
```

`quadratic_form` expands the double sum. `spectral_weights` supplies the w_j by applying Parseval's identity, `sum_inner_mul_inner`, first to c with itself and then to c with Sc; `rayleigh_bounds` compares the sums term by term. `lowest_attained` inserts the lowest eigenvector.

In `lowest_le_residual_sq`, `span_others` writes y with coefficient zero on v_k, and `Pi.single k 1 - a` is the trial vector. The bound is proved for √λ_min against every y, passed to the infimum by `Metric.le_infDist`, and then squared. `exists_residual_sq_le` finds the heavy component by contradiction: if all were lighter than 1/n, the weights could not sum to 1. `conditionNumber_ge` combines the bounds on the two extreme eigenvalues by cross-multiplication, and `residual_augment` identifies the span of the others with the span of b.

Independence matters for the quotient. Take orthonormal e_1, e_2 with b_1 = b_2 = e_1 and φ = e_2. Then d = 1 but λ_min = 0; Lean sets division by zero to 0, so the condition-number inequality would read 1 ≤ 0.

In an electronic-structure calculation with a finite basis, S enters the generalised eigenproblem Hc = εSc, with H the Hamiltonian matrix in the same basis and ε an energy eigenvalue, often through a Cholesky factorisation. For independent b with overlap S_b and s_i = ⟨b_i, φ⟩,

d² = ⟨φ, φ⟩ − s†S_b⁻¹s,

which is the square of the last diagonal Cholesky entry when φ is ordered last. For a normalised φ, d = 10⁻⁴ already means a condition number of at least 10⁸.
